# A sum of Arrhenius terms over charge states has the lowest energy as its low-temperature activation energy

## Charge states, energies and units

A point defect has a finite, nonempty set \(Q\) of integer charge states \(q\), in units of the elementary charge. State \(q\) has a prefactor \(A_q>0\), a formation energy \(E^{\mathrm f}_q\) at Fermi level zero and a migration energy \(E^{\mathrm m}_q\). At Fermi level \(E_F\) the sum of its formation and migration energies is

\[
E_q = E^{\mathrm f}_q + qE_F + E^{\mathrm m}_q .
\]

With \(\beta=1/(k_BT)\), the self-diffusivity mediated by the defect, the lowest energy and the diffusivity-weighted mean energy are

\[
D(\beta)=\sum_{q\in Q}A_q e^{-\beta E_q},\qquad
E_{\min}=\min_{q\in Q}E_q,\qquad
\bar E(\beta)=\frac{1}{D(\beta)}\sum_{q\in Q}A_qE_q e^{-\beta E_q}.
\]

Here \(D\) describes the diffusion of host atoms, not of a defect already present: it includes the equilibrium concentration of the defect, which is why the formation energy enters. The prefactors, energies and \(E_F\) are held fixed as \(\beta\) varies. Write \(S=\sum_{q\in Q} A_q\), and let \(q_0\) be any charge state with \(E_{q_0}=E_{\min}\). Logarithms are taken of the numerical value of \(D\) in a fixed unit; a change of unit shifts \(\ln D\) by a constant and affects neither limit below.

## The Arrhenius slope and its finite-temperature error

The negative slope of the Arrhenius plot is the mean energy. For \(\beta>0\) it is never below the minimum, and its excess is bounded by a constant divided by \(\beta\):

\[
-\frac{d\ln D}{d\beta}=\bar E(\beta),\qquad
0\le \bar E(\beta)-E_{\min}\le\frac{S}{A_{q_0}\,\beta}.
\]

As \(\beta\to\infty\), both \(-(\ln D)/\beta\) and \(-d\ln D/d\beta\) tend to \(E_{\min}\). The bound on the excess is loose in this limit: the excess itself decays exponentially in \(\beta\), or is zero if all the energies coincide. As a function of \(E_F\), \(E_{\min}\) is concave, and where one charge state is strictly lowest its derivative is that charge.

## Fitted slopes and low-temperature sums

A post-processing code may compare a fitted activation energy with the lowest computed sum of formation and migration energies. For independent charge states at fixed Fermi level with constant prefactors, the bound limits how far the exact local value of \(-d\ln D/d\beta\) can lie from that energy at a given temperature.

The same estimates help when \(D\) itself underflows. A code can evaluate

\[
\ln D=-\beta E_{\min}+\ln\sum_{q\in Q}A_qe^{-\beta(E_q-E_{\min})},
\]

where for \(\beta\ge0\) the remaining sum lies between \(A_{q_0}\) and \(S\), however low the temperature.

## From two-sided bounds to the limits

For \(\beta\ge0\), every exponential in \(D\) is at most \(e^{-\beta E_{\min}}\), and the term \(q_0\) alone is a lower bound because all terms are positive:

\[
A_{q_0}e^{-\beta E_{\min}}\le D(\beta)\le S e^{-\beta E_{\min}}.
\]

Taking logarithms and dividing by \(-\beta\), for \(\beta>0\), gives

\[
E_{\min}-\frac{\ln S}{\beta}\le-\frac{\ln D}{\beta}\le E_{\min}-\frac{\ln A_{q_0}}{\beta}.
\]

Both outer expressions tend to \(E_{\min}\), which proves the first limit.

Differentiating term by term gives \(D'(\beta)=-\sum_q A_qE_qe^{-\beta E_q}\), so \(-D'/D=\bar E\). Since \(\bar E\) is a weighted mean with positive weights, \(\bar E\ge E_{\min}\). For the upper bound, put \(x=\beta(E_q-E_{\min})\) in \(x\le e^x\) and multiply by \(e^{-\beta E_q}/\beta\):

\[
(E_q-E_{\min})e^{-\beta E_q}\le\frac{e^{-\beta E_{\min}}}{\beta}.
\]

Multiplying by \(A_q\), summing and dividing by \(D\) yields

\[
\bar E-E_{\min}\le\frac{S e^{-\beta E_{\min}}}{\beta D}\le\frac{S}{A_{q_0}\beta},
\]

where the last step uses the lower bound on \(D\). The second limit follows by squeezing.

For concavity, take Fermi levels \(x,y\) and weights \(a,b\ge0\) with \(a+b=1\). Each \(E_q\) is affine in the Fermi level, so

\[
E_q(ax+by)=aE_q(x)+bE_q(y)\ge aE_{\min}(x)+bE_{\min}(y).
\]

Minimising over \(q\) proves the claim. If \(q_0\) is strictly lowest at \(E_F\), continuity of finitely many lines keeps it lowest nearby. There \(E_{\min}\) coincides with the line \(E_{q_0}\), whose slope is \(q_0\).

## Lean source

```lean
import Mathlib

open Filter Topology

namespace ChargedDefectDiffusion

noncomputable section

/-- A diffusing defect with finitely many charge states, at least one, each with a positive
prefactor `A`, a formation energy `Ef` (at Fermi level zero) and a migration energy `Em`. -/
structure Defect where
  charges : Finset ℤ
  nonempty : charges.Nonempty
  A : ℤ → ℝ
  Ef : ℤ → ℝ
  Em : ℤ → ℝ
  A_pos : ∀ q ∈ charges, 0 < A q

variable (d : Defect)

/-- Formation plus migration energy of charge state `q` at Fermi level `EF`. -/
def Defect.energy (EF : ℝ) (q : ℤ) : ℝ := d.Ef q + q * EF + d.Em q

/-- The diffusivity at inverse temperature `β`, summed over the charge states. -/
def Defect.diffusivity (EF β : ℝ) : ℝ :=
  ∑ q ∈ d.charges, d.A q * Real.exp (-β * d.energy EF q)

/-- The lowest formation plus migration energy among the charge states. -/
def Defect.minEnergy (EF : ℝ) : ℝ := d.charges.inf' d.nonempty (d.energy EF)

/-- The mean energy of the charge states, each weighted by its share of the diffusivity. -/
def Defect.meanEnergy (EF β : ℝ) : ℝ :=
  (∑ q ∈ d.charges, d.A q * d.energy EF q * Real.exp (-β * d.energy EF q)) /
    d.diffusivity EF β

/-- The diffusivity is positive. -/
theorem diffusivity_pos (EF β : ℝ) : 0 < d.diffusivity EF β :=
  Finset.sum_pos (fun q hq => mul_pos (d.A_pos q hq) (Real.exp_pos _)) d.nonempty

/-- For `β ≥ 0` the diffusivity lies between two Arrhenius laws with the lowest energy: one with
the prefactor of a lowest charge state `q₀`, the other with the sum of all prefactors. -/
theorem diffusivity_bounds {EF β : ℝ} (hβ : 0 ≤ β) {q₀ : ℤ} (hq₀ : q₀ ∈ d.charges)
    (h₀ : d.energy EF q₀ = d.minEnergy EF) :
    d.A q₀ * Real.exp (-β * d.minEnergy EF) ≤ d.diffusivity EF β ∧
      d.diffusivity EF β ≤ (∑ q ∈ d.charges, d.A q) * Real.exp (-β * d.minEnergy EF) := by
  constructor
  · rw [← h₀]
    exact Finset.single_le_sum (f := fun q => d.A q * Real.exp (-β * d.energy EF q))
      (fun q hq => (mul_pos (d.A_pos q hq) (Real.exp_pos _)).le) hq₀
  · rw [Defect.diffusivity, Finset.sum_mul]
    refine Finset.sum_le_sum fun q hq => ?_
    have hm : d.minEnergy EF ≤ d.energy EF q := Finset.inf'_le _ hq
    refine mul_le_mul_of_nonneg_left (Real.exp_le_exp.mpr ?_) (d.A_pos q hq).le
    nlinarith [mul_le_mul_of_nonneg_left hm hβ]

/-- The slope of the Arrhenius plot, `d ln D / dβ`, is minus the diffusivity-weighted mean
energy. -/
theorem hasDerivAt_log_diffusivity (EF β : ℝ) :
    HasDerivAt (fun b => Real.log (d.diffusivity EF b)) (-d.meanEnergy EF β) β := by
  have hterm : ∀ q ∈ d.charges,
      HasDerivAt (fun b : ℝ => d.A q * Real.exp (-b * d.energy EF q))
        (-(d.A q * d.energy EF q * Real.exp (-β * d.energy EF q))) β := by
    intro q _
    have h1 : HasDerivAt (fun b : ℝ => -b * d.energy EF q) (-d.energy EF q) β :=
      ((hasDerivAt_id' β).fun_neg.mul_const _).congr_deriv (by ring)
    exact (h1.exp.const_mul (d.A q)).congr_deriv (by ring)
  have hs : HasDerivAt (fun b => d.diffusivity EF b)
      (-(∑ q ∈ d.charges, d.A q * d.energy EF q * Real.exp (-β * d.energy EF q))) β := by
    rw [← Finset.sum_neg_distrib]
    exact HasDerivAt.fun_sum hterm
  exact (hs.log (diffusivity_pos d EF β).ne').congr_deriv (by rw [Defect.meanEnergy, neg_div])

/-- For `β > 0` the mean energy is never below the lowest energy, and exceeds it by at most
the sum of all prefactors divided by `β` times the prefactor of a lowest charge state `q₀`. -/
theorem meanEnergy_bounds {EF β : ℝ} (hβ : 0 < β) {q₀ : ℤ} (hq₀ : q₀ ∈ d.charges)
    (h₀ : d.energy EF q₀ = d.minEnergy EF) :
    d.minEnergy EF ≤ d.meanEnergy EF β ∧
      d.meanEnergy EF β ≤ d.minEnergy EF + (∑ q ∈ d.charges, d.A q) / (d.A q₀ * β) := by
  have hD := diffusivity_pos d EF β
  have hA := d.A_pos q₀ hq₀
  have hS : 0 < ∑ q ∈ d.charges, d.A q := Finset.sum_pos d.A_pos d.nonempty
  constructor
  · rw [Defect.meanEnergy, le_div_iff₀ hD, Defect.diffusivity, Finset.mul_sum]
    refine Finset.sum_le_sum fun q hq => ?_
    have hm : d.minEnergy EF ≤ d.energy EF q := Finset.inf'_le _ hq
    have := mul_le_mul_of_nonneg_right hm
      (mul_pos (d.A_pos q hq) (Real.exp_pos (-β * d.energy EF q))).le
    linarith
  · -- each excess energy is suppressed by its Boltzmann factor, since x ≤ exp x
    have key : ∑ q ∈ d.charges, d.A q * d.energy EF q * Real.exp (-β * d.energy EF q) ≤
        d.minEnergy EF * d.diffusivity EF β +
          (∑ q ∈ d.charges, d.A q) * (Real.exp (-β * d.minEnergy EF) / β) := by
      rw [Defect.diffusivity, Finset.mul_sum, Finset.sum_mul, ← Finset.sum_add_distrib]
      refine Finset.sum_le_sum fun q hq => ?_
      have h1 : (d.energy EF q - d.minEnergy EF) * Real.exp (-β * d.energy EF q) ≤
          Real.exp (-β * d.minEnergy EF) / β := by
        rw [le_div_iff₀ hβ]
        have h2 : Real.exp (-β * d.minEnergy EF) =
            Real.exp (β * (d.energy EF q - d.minEnergy EF)) *
              Real.exp (-β * d.energy EF q) := by
          rw [← Real.exp_add]
          congr 1
          ring
        have h3 : β * (d.energy EF q - d.minEnergy EF) ≤
            Real.exp (β * (d.energy EF q - d.minEnergy EF)) := by
          linarith [Real.add_one_le_exp (β * (d.energy EF q - d.minEnergy EF))]
        have h4 := mul_le_mul_of_nonneg_right h3 (Real.exp_pos (-β * d.energy EF q)).le
        rw [h2]
        linarith
      have h5 := mul_le_mul_of_nonneg_left h1 (d.A_pos q hq).le
      linarith
    have hb := mul_le_mul_of_nonneg_left (diffusivity_bounds d hβ.le hq₀ h₀).1
      (div_pos hS (mul_pos hA hβ)).le
    have he : (∑ q ∈ d.charges, d.A q) / (d.A q₀ * β) *
        (d.A q₀ * Real.exp (-β * d.minEnergy EF)) =
        (∑ q ∈ d.charges, d.A q) * (Real.exp (-β * d.minEnergy EF) / β) := by
      field_simp
    rw [he] at hb
    rw [Defect.meanEnergy, div_le_iff₀ hD, add_mul]
    linarith

/-- In the low-temperature limit both `-(ln D)/β` and the negative Arrhenius slope `-d ln D/dβ` tend
to the lowest formation plus migration energy among the charge states. -/
theorem activation_energy_limit (EF : ℝ) :
    Tendsto (fun β => -Real.log (d.diffusivity EF β) / β) atTop (𝓝 (d.minEnergy EF)) ∧
    Tendsto (fun β => -deriv (fun b => Real.log (d.diffusivity EF b)) β) atTop
      (𝓝 (d.minEnergy EF)) := by
  obtain ⟨q₀, hq₀, h⟩ := Finset.exists_mem_eq_inf' d.nonempty (d.energy EF)
  have h₀ : d.energy EF q₀ = d.minEnergy EF := h.symm
  have hA := d.A_pos q₀ hq₀
  have hS : 0 < ∑ q ∈ d.charges, d.A q := Finset.sum_pos d.A_pos d.nonempty
  have hzero : ∀ c : ℝ, Tendsto (fun β : ℝ => c / β) atTop (𝓝 0) := fun c =>
    tendsto_const_nhds.div_atTop tendsto_id
  constructor
  · -- prefactors contribute only a constant divided by β
    have hlim : ∀ c : ℝ, Tendsto (fun β : ℝ => d.minEnergy EF - c / β) atTop
        (𝓝 (d.minEnergy EF)) := by
      intro c
      have := (hzero c).const_sub (d.minEnergy EF)
      rwa [sub_zero] at this
    refine tendsto_of_tendsto_of_tendsto_of_le_of_le'
      (hlim (Real.log (∑ q ∈ d.charges, d.A q))) (hlim (Real.log (d.A q₀))) ?_ ?_
    · filter_upwards [eventually_gt_atTop (0 : ℝ)] with β hβ
      have hl := Real.log_le_log (diffusivity_pos d EF β)
        (diffusivity_bounds d hβ.le hq₀ h₀).2
      rw [Real.log_mul hS.ne' (Real.exp_pos _).ne', Real.log_exp] at hl
      rw [le_div_iff₀ hβ, sub_mul, div_mul_cancel₀ _ hβ.ne']
      linarith
    · filter_upwards [eventually_gt_atTop (0 : ℝ)] with β hβ
      have hl := Real.log_le_log (mul_pos hA (Real.exp_pos _))
        (diffusivity_bounds d hβ.le hq₀ h₀).1
      rw [Real.log_mul hA.ne' (Real.exp_pos _).ne', Real.log_exp] at hl
      rw [div_le_iff₀ hβ, sub_mul, div_mul_cancel₀ _ hβ.ne']
      linarith
  · have hup : Tendsto (fun β : ℝ => d.minEnergy EF +
        (∑ q ∈ d.charges, d.A q) / d.A q₀ / β) atTop (𝓝 (d.minEnergy EF)) := by
      have := (hzero ((∑ q ∈ d.charges, d.A q) / d.A q₀)).const_add (d.minEnergy EF)
      rwa [add_zero] at this
    refine tendsto_of_tendsto_of_tendsto_of_le_of_le' tendsto_const_nhds hup ?_ ?_
    · filter_upwards [eventually_gt_atTop (0 : ℝ)] with β hβ
      rw [(hasDerivAt_log_diffusivity d EF β).deriv, neg_neg]
      exact (meanEnergy_bounds d hβ hq₀ h₀).1
    · filter_upwards [eventually_gt_atTop (0 : ℝ)] with β hβ
      rw [(hasDerivAt_log_diffusivity d EF β).deriv, neg_neg, div_div]
      exact (meanEnergy_bounds d hβ hq₀ h₀).2

/-- The lowest formation plus migration energy is a concave function of the Fermi level. -/
theorem minEnergy_concave : ConcaveOn ℝ Set.univ d.minEnergy := by
  refine ⟨convex_univ, fun x _ y _ a b ha hb hab => ?_⟩
  refine Finset.le_inf' d.nonempty _ fun q hq => ?_
  have hx : d.minEnergy x ≤ d.energy x q := Finset.inf'_le _ hq
  have hy : d.minEnergy y ≤ d.energy y q := Finset.inf'_le _ hq
  simp only [smul_eq_mul]
  -- each charge state has an energy affine in the Fermi level
  have he : a * d.energy x q + b * d.energy y q = d.energy (a * x + b * y) q := by
    unfold Defect.energy
    linear_combination (d.Ef q + d.Em q) * hab
  rw [← he]
  exact add_le_add (mul_le_mul_of_nonneg_left hx ha) (mul_le_mul_of_nonneg_left hy hb)

/-- Where one charge state `q₀` is strictly lowest in formation plus migration energy, the
derivative of the lowest energy with respect to the Fermi level is the charge `q₀`. -/
theorem hasDerivAt_minEnergy {EF : ℝ} {q₀ : ℤ} (hq₀ : q₀ ∈ d.charges)
    (hlow : ∀ q ∈ d.charges, q ≠ q₀ → d.energy EF q₀ < d.energy EF q) :
    HasDerivAt d.minEnergy (q₀ : ℝ) EF := by
  have hc : ∀ q, Continuous fun x => d.energy x q := by
    intro q
    unfold Defect.energy
    fun_prop
  -- the same charge state stays lowest at nearby Fermi levels
  have hev : ∀ᶠ x in 𝓝 EF, ∀ q ∈ d.charges, d.energy x q₀ ≤ d.energy x q := by
    rw [Filter.eventually_all_finset]
    intro q hq
    by_cases h : q = q₀
    · rw [h]
      exact Eventually.of_forall fun x => le_rfl
    · exact ((hc q₀).continuousAt.eventually_lt (hc q).continuousAt (hlow q hq h)).mono
        fun x hx => hx.le
  have hd : HasDerivAt (fun x => d.energy x q₀) (q₀ : ℝ) EF :=
    ((((hasDerivAt_id' EF).const_mul (q₀ : ℝ)).const_add (d.Ef q₀)).add_const
      (d.Em q₀)).congr_deriv (mul_one _)
  exact hd.congr_of_eventuallyEq (hev.mono fun x hx =>
    le_antisymm (Finset.inf'_le _ hq₀) (Finset.le_inf' d.nonempty _ hx))

end

end ChargedDefectDiffusion
```

```lean
#print axioms ChargedDefectDiffusion.activation_energy_limit
#print axioms ChargedDefectDiffusion.minEnergy_concave
#print axioms ChargedDefectDiffusion.hasDerivAt_minEnergy
```

```
'ChargedDefectDiffusion.activation_energy_limit' depends on axioms: [propext, Classical.choice, Quot.sound]
'ChargedDefectDiffusion.minEnergy_concave' depends on axioms: [propext, Classical.choice, Quot.sound]
'ChargedDefectDiffusion.hasDerivAt_minEnergy' depends on axioms: [propext, Classical.choice, Quot.sound]
```

## What is proved about the model, and what is assumed

The structure `Defect` holds the physical input. Its functions `A`, `Ef` and `Em` accept every integer, but only their values on `charges` enter the results, and positivity of `A` is required only there. `energy`, `diffusivity`, `minEnergy` and `meanEnergy` are \(E_q\), \(D\), \(E_{\min}\) and \(\bar E\); `inf'` is the minimum over a nonempty finite set.

`activation_energy_limit` states both limits at each fixed `EF`, with `atTop` expressing \(\beta\to\infty\). It allows several charge states to share the lowest energy. Its proof picks a minimiser and squeezes each quantity, using `diffusivity_bounds` for the logarithm and `meanEnergy_bounds` for the slope. The slope is a genuine derivative: `hasDerivAt_log_diffusivity` establishes differentiability at every real `β` and identifies the value as `-d.meanEnergy EF β`.

In `meanEnergy_bounds`, the step `key` sums the estimate from \(x\le e^x\), which Lean obtains from the stronger \(x+1\le e^x\). The lower bound on \(D\) then removes the exponential.

`minEnergy_concave` covers all real Fermi levels and follows the affine identity above. `hasDerivAt_minEnergy` assumes in `hlow` that every other charge state lies strictly higher; physically, the Fermi level is not at a crossing of the lowest formation plus migration energies, which need not be where the formation energies alone cross. In its proof, `hev` supplies the neighbourhood on which `q₀` stays lowest.

The form of \(D\) is a definition, not a consequence of hopping dynamics or charge equilibration. A Fermi level or prefactor that changes with temperature can add terms to the slope, and the theorems do not treat that case. They concern real numbers, so rounding, finite-difference and fitting errors need their own estimates.
